# For |x| ≤ π, the periodic squared wave-vector coordinate 2(1 − cos x) is at least 4x²/π²

The lemma `coord_lower` compares the square x² of one wave-vector coordinate with its periodic counterpart 2(1 − cos x). It says that for real x with |x| ≤ π, in dimensionless units where the zone runs from −π to π, the periodic form is at least 4/π² times the true square. The inequality is stated with π² multiplied through, as 4x² ≤ π² · 2(1 − cos x), and concerns a single coordinate only. The attempt means to take the bound cos x ≤ 1 − 2x²/π² from Mathlib, multiply it by π², and finish by linear arithmetic.

The failing Lean file:

```lean
import Mathlib

open Real

namespace GygiBaldereschi

noncomputable section

/-- Inside the zone, one coordinate of the periodic squared wave vector is at least `4 / π ^ 2`
times the true square. -/
theorem coord_lower {x : ℝ} (hx : |x| ≤ π) : 4 * x ^ 2 ≤ π ^ 2 * (2 * (1 - cos x)) := by
  have hp := Real.pi_ne_zero
  have e : π ^ 2 * (1 - 2 / π ^ 2 * x ^ 2) = π ^ 2 - 2 * x ^ 2 := by
    first
      | (field_simp; done)
      | (field_simp; ring)
  have h := mul_le_mul_of_nonneg_left (Real.cos_quadratic_upper_bound hx) (sq_nonneg π)
  rw [e] at h
  linarith

end

end GygiBaldereschi
```

Messages:

```
Main.lean:17:39: error(lean.unknownIdentifier): Unknown constant `Real.cos_quadratic_upper_bound`
Main.lean:11:86: error: unsolved goals
x : ℝ
hx : |x| ≤ π
hp : π ≠ 0
e : π ^ 2 * (1 - 2 / π ^ 2 * x ^ 2) = π ^ 2 - 2 * x ^ 2
⊢ 4 * x ^ 2 ≤ π ^ 2 * (2 * (1 - cos x))
```

This version goes through:

```diff
@@ -11,10 +11,18 @@
 theorem coord_lower {x : ℝ} (hx : |x| ≤ π) : 4 * x ^ 2 ≤ π ^ 2 * (2 * (1 - cos x)) := by
   have hp := Real.pi_ne_zero
-  have e : π ^ 2 * (1 - 2 / π ^ 2 * x ^ 2) = π ^ 2 - 2 * x ^ 2 := by
-    first
-      | (field_simp; done)
-      | (field_simp; ring)
-  have h := mul_le_mul_of_nonneg_left (Real.cos_quadratic_upper_bound hx) (sq_nonneg π)
+  -- Jordan's inequality for the sine of the half angle
+  have hj : 2 / π * (|x| / 2) ≤ sin (|x| / 2) :=
+    Real.mul_le_sin (by positivity) (by linarith)
+  have e : π * (2 / π * (|x| / 2)) = |x| := by
+    field_simp
+  have h := mul_le_mul_of_nonneg_left hj Real.pi_pos.le
   rw [e] at h
+  have hsq := pow_le_pow_left₀ (abs_nonneg x) h 2
+  rw [sq_abs, mul_pow] at hsq
+  have hc : cos x = 1 - 2 * sin (|x| / 2) ^ 2 := by
+    have h2 := Real.cos_two_mul (|x| / 2)
+    rw [show 2 * (|x| / 2) = |x| by ring, Real.cos_abs] at h2
+    linarith [Real.sin_sq_add_cos_sq (|x| / 2)]
+  rw [hc]
   linarith
 
```

Diagnosis. The first message says that Lean knows no constant called `Real.cos_quadratic_upper_bound`, so the step defining `h` cannot be elaborated. The second follows from it: the goal is left open, in a context that has `e` but no `h`. The identity `e` was proved and isn't at fault.

The repair derives the cosine bound from Jordan's inequality, `Real.mul_le_sin`, applied to |x|/2, which lies between 0 and π/2 by `hx`. Multiplying by π and rewriting with a new `e` gives |x| ≤ π sin(|x|/2). Both sides are then squared with `pow_le_pow_left₀`, and `sq_abs` and `mul_pow` put the result in the form x² ≤ π² sin²(|x|/2). The old `e` goes because it served only the missing bound.

The new `hc` proves cos x = 1 − 2 sin²(|x|/2) from the double-angle formula, with `Real.cos_abs` removing the absolute value. Rewriting the goal with `hc` turns its right side into 4π² sin²(|x|/2), so `linarith` can close it from the squared inequality.
